# For linearly polarised light and a nonzero real symmetric Raman tensor, the orientation-averaged depolarisation ratio is at most 3/4

Let \(A\) be a real symmetric \(3\times3\) Raman tensor. For a molecular vibration, it is the derivative of the polarisability along the normal coordinate. Two of its rotational invariants, called the mean polarisability \(a\) and the squared anisotropy \(\gamma^2\), are

\[
a=\tfrac13\operatorname{tr}A,\qquad \gamma^2=\tfrac12\left(3\operatorname{tr}A^2-(\operatorname{tr}A)^2\right).
\]

Let the incident light be linearly polarised, and let the scattered light be observed at right angles to the incident polarisation. Averaged over all orientations, the intensities of the scattered light polarised parallel and perpendicular to the incident polarisation are, up to a common prefactor,

\[
I_\parallel=\frac{45a^2+4\gamma^2}{45},\qquad I_\perp=\frac{3\gamma^2}{45}.
\]

If \(A\neq0\), then \(0\le I_\perp/I_\parallel\le 3/4\). The ratio is \(3/4\) exactly when \(a=0\), and \(0\) exactly when \(A=a\mathbf 1\).

For randomly oriented molecules with such a tensor, a ratio below \(3/4\) therefore shows that the tensor has a nonzero trace. The same formulas turn a computed Raman tensor into polarised intensities, up to a prefactor that the two polarisations share. This prefactor depends on frequency, so it must be included when different vibrational modes are compared.

## Averaging over the sphere and the analyser

In the molecular frame, random orientation makes the incident polarisation \(e=(\sin\theta\cos\varphi,\sin\theta\sin\varphi,\cos\theta)\) uniform on the sphere. Number the axes 0, 1, 2 and write \(c=\cos\theta\), \(s=\sin\theta\). Expanding \(e^TAe\) and using the double-angle formulas gives

\[
e^TAe=u_0+u_1\cos\varphi+u_2\sin\varphi+u_3\cos2\varphi+u_4\sin2\varphi,
\]

where, with \(p=(A_{00}+A_{11})/2\),

\[
\begin{aligned}
u_0&=(1-c^2)p+c^2A_{22},\quad u_1=2scA_{02},\quad u_2=2scA_{12},\\
u_3&=(1-c^2)(A_{00}-A_{11})/2,\quad u_4=(1-c^2)A_{01}.
\end{aligned}
\]

The harmonics are orthogonal over a full turn, so the azimuthal mean of \((e^TAe)^2\) is \(u_0^2+\tfrac12(u_1^2+u_2^2+u_3^2+u_4^2)\). Setting \(m=A_{02}^2+A_{12}^2\) and \(r=((A_{00}-A_{11})/2)^2+A_{01}^2\), this equals

\[
\left(p+(A_{22}-p)c^2\right)^2+2m\,c^2(1-c^2)+\tfrac r2(1-c^2)^2 .
\]

Substituting \(x=\cos\theta\) gives the polar means \(\langle c^2\rangle=1/3\) and \(\langle c^4\rangle=1/5\). Hence

\[
\langle(e^TAe)^2\rangle=\frac{8p^2+4pA_{22}+3A_{22}^2+4m+4r}{15}
=\frac{2\operatorname{tr}A^2+(\operatorname{tr}A)^2}{15}.
\]

The last step uses \(\operatorname{tr}A=2p+A_{22}\) and \(\operatorname{tr}A^2=2p^2+A_{22}^2+2m+2r\). Inserting \(\operatorname{tr}A=3a\) and \(\operatorname{tr}A^2=3a^2+\tfrac23\gamma^2\) gives \(I_\parallel\). The same means give \(\langle e^TBe\rangle=\operatorname{tr}B/3\) for symmetric \(B\).

For the crossed intensity, let the analyser be \(f=\cos\psi\,\hat\theta+\sin\psi\,\hat\varphi\), where \(\hat\theta,\hat\varphi,e\) are orthonormal. The analyser is fixed in the laboratory, but random orientation makes \(\psi\) uniform over a full turn in the molecular frame. For any vector \(w\), averaging over \(\psi\) gives

\[
\langle(f\cdot w)^2\rangle_\psi=\tfrac12\left((\hat\theta\cdot w)^2+(\hat\varphi\cdot w)^2\right)=\tfrac12\left(\|w\|^2-(e\cdot w)^2\right).
\]

Take \(w=Ae\). Since \(\|Ae\|^2=e^TA^2e\),

\[
I_\perp=\frac12\left(\frac{\operatorname{tr}A^2}{3}-\frac{2\operatorname{tr}A^2+(\operatorname{tr}A)^2}{15}\right)=\frac{3\operatorname{tr}A^2-(\operatorname{tr}A)^2}{30}=\frac{\gamma^2}{15}.
\]

## The bounds and their equality cases

Expanding the traces shows that

\[
\gamma^2=\tfrac12\left((A_{00}-A_{11})^2+(A_{11}-A_{22})^2+(A_{22}-A_{00})^2\right)+3(A_{01}^2+A_{02}^2+A_{12}^2).
\]

So \(\gamma^2\ge0\), and it vanishes exactly when the diagonal entries agree and the others are zero, that is, when \(A=a\mathbf1\). If \(I_\parallel=0\), then \(a=0\) and \(\gamma^2=0\), which forces \(A=0\). For \(A\ne0\) the ratio is therefore well defined and nonnegative, it vanishes exactly when \(\gamma^2=0\), and

\[
\frac34-\frac{I_\perp}{I_\parallel}=\frac{135a^2}{4(45a^2+4\gamma^2)}\ge0,
\]

with equality exactly when \(a=0\).

## Polarisations, averages and invariants in Lean

```lean
import Mathlib

open Real Matrix

namespace RamanDepolarisation

noncomputable section
```

Vectors are functions on `Fin 3`, whose indices are 0, 1, 2. The incident polarisation is \(e\) in spherical angles.

```lean
/-- The unit polarisation vector with polar angle `θ` and azimuth `φ`. -/
def pol (θ φ : ℝ) : Fin 3 → ℝ := ![sin θ * cos φ, sin θ * sin φ, cos θ]
```

The analyser is the vector \(f\) above, with \(\psi\) measured from \(\hat\theta\).

```lean
/-- The analyser direction at angle `ψ` in the plane perpendicular to `pol θ φ`. -/
def analyser (θ φ ψ : ℝ) : Fin 3 → ℝ :=
  ![cos ψ * (cos θ * cos φ) - sin ψ * sin φ,
    cos ψ * (cos θ * sin φ) + sin ψ * cos φ, -(cos ψ * sin θ)]
```

The average integrates over azimuth first, then over polar angle with weight \(\sin\theta\), and divides by the sphere's area \(4\pi\).

```lean
/-- The average of a function of the spherical angles over the unit sphere. -/
def sphereAvg (f : ℝ → ℝ → ℝ) : ℝ :=
  (∫ θ in (0 : ℝ)..π, (∫ φ in (0 : ℝ)..2 * π, f θ φ) * sin θ) / (4 * π)
```

The two invariants are defined for any real matrix; symmetry enters as a hypothesis of the theorems.

```lean
/-- The mean polarisability `a = tr A / 3`. -/
def meanPol (A : Matrix (Fin 3) (Fin 3) ℝ) : ℝ := A.trace / 3

/-- The squared anisotropy `γ² = (3 tr A² - (tr A)²) / 2`. -/
def anisoSq (A : Matrix (Fin 3) (Fin 3) ℝ) : ℝ := (3 * (A * A).trace - A.trace ^ 2) / 2
```

In the intensities, `⬝ᵥ` is the dot product and `*ᵥ` applies a matrix to a vector. Common factors such as the incident intensity and the frequency dependence are omitted, and they cancel in the ratio if they are the same for both polarisations.

```lean
/-- The orientation-averaged intensity scattered with the incident polarisation. -/
def parallelInt (A : Matrix (Fin 3) (Fin 3) ℝ) : ℝ :=
  sphereAvg fun θ φ => (pol θ φ ⬝ᵥ A *ᵥ pol θ φ) ^ 2
```

The crossed intensity is defined through an actual perpendicular analyser, averaged over its angle.

```lean
/-- The intensity behind a crossed analyser, averaged over the analyser angle and the sphere. -/
def crossedInt (A : Matrix (Fin 3) (Fin 3) ℝ) : ℝ :=
  sphereAvg fun θ φ =>
    (∫ ψ in (0 : ℝ)..2 * π, (analyser θ φ ψ ⬝ᵥ A *ᵥ pol θ φ) ^ 2) / (2 * π)
```

The model assumes an isotropic distribution of orientations and independent scatterers whose intensities add. A real symmetric tensor is the usual description away from resonance; complex tensors and antisymmetric parts are not covered.

## The two angular integrals

The first lemma integrates a trigonometric polynomial plus `k` times the square of another, with \(\cos2x\) and \(\sin2x\) written out in \(\sin x\) and \(\cos x\). The proof differentiates an explicit antiderivative `F`, matches the integrand using \(\sin^2x+\cos^2x=1\), and evaluates `F` at the endpoints.

```lean
/-- Integral over a full turn of a second-order trigonometric polynomial plus `k` times the
square of another one. -/
theorem azimuth_integral (v0 v1 v2 v3 v4 k u0 u1 u2 u3 u4 : ℝ) :
    ∫ x in (0 : ℝ)..2 * π, ((v0 + v1 * cos x + v2 * sin x + v3 * (cos x ^ 2 - sin x ^ 2)
      + v4 * (2 * sin x * cos x)) + k * (u0 + u1 * cos x + u2 * sin x
      + u3 * (cos x ^ 2 - sin x ^ 2) + u4 * (2 * sin x * cos x)) ^ 2)
    = 2 * π * (v0 + k * (u0 ^ 2 + (u1 ^ 2 + u2 ^ 2 + u3 ^ 2 + u4 ^ 2) / 2)) := by
  -- an explicit antiderivative
  let F : ℝ → ℝ := fun y =>
    (v0 + k * (u0 ^ 2 + (u1 ^ 2 + u2 ^ 2 + u3 ^ 2 + u4 ^ 2) / 2)) * y
    + (v1 + k * (2 * u0 * u1 + 2 * u1 * u3)) * sin y
    + (-v2 + k * (-2 * u0 * u2 + 2 * u2 * u3)) * cos y
    + (v3 + k * (2 * u0 * u3 + (u1 ^ 2 - u2 ^ 2) / 2)) * (sin y * cos y)
    + (v4 + k * (2 * u0 * u4 + u1 * u2)) * (sin y * sin y)
    + (k * (4 * u2 * u4 - 4 * u1 * u3) / 3) * (sin y * sin y * sin y)
    + (-k * (4 * u1 * u4 + 4 * u2 * u3) / 3) * (cos y * cos y * cos y)
    + (k * (u3 ^ 2 - u4 ^ 2) / 2) * (sin y * cos y * (cos y * cos y - sin y * sin y))
    + (2 * k * u3 * u4) * (sin y * cos y * (sin y * cos y))
  have hF : ∀ x, HasDerivAt F ((v0 + v1 * cos x + v2 * sin x + v3 * (cos x ^ 2 - sin x ^ 2)
      + v4 * (2 * sin x * cos x)) + k * (u0 + u1 * cos x + u2 * sin x
      + u3 * (cos x ^ 2 - sin x ^ 2) + u4 * (2 * sin x * cos x)) ^ 2) x := by
    intro x
    have s := Real.hasDerivAt_sin x
    have c := Real.hasDerivAt_cos x
    have sc := s.fun_mul c
    have ss := s.fun_mul s
    have cc := c.fun_mul c
    refine HasDerivAt.congr_deriv
      (((((((((hasDerivAt_id' x).const_mul _).fun_add (s.const_mul _)).fun_add
        (c.const_mul _)).fun_add (sc.const_mul _)).fun_add (ss.const_mul _)).fun_add
        ((ss.fun_mul s).const_mul _)).fun_add ((cc.fun_mul c).const_mul _)).fun_add
        ((sc.fun_mul (cc.fun_sub ss)).const_mul _) |>.fun_add
        ((sc.fun_mul sc).const_mul _)) ?_
    linear_combination (k * (-(u1 ^ 2 + u2 ^ 2) / 2
      - (u3 ^ 2 + u4 ^ 2) * (sin x ^ 2 + cos x ^ 2 + 1) / 2
      - 2 * cos x * u1 * u3 + 2 * sin x * u2 * u3)) * sin_sq_add_cos_sq x
  rw [intervalIntegral.integral_eq_sub_of_hasDerivAt (fun x _ => hF x)
    (Continuous.intervalIntegrable (by fun_prop) _ _)]
  simp only [F, Real.sin_two_pi, Real.cos_two_pi, Real.sin_zero, Real.cos_zero]
  ring
```

The polar integral is handled in the same way. Its value is twice the mean, because the weight \(\sin\theta\) integrates to 2.

```lean
/-- Integral over the polar angle, with weight `sin θ`, of an even quartic in `cos θ`. -/
theorem polar_integral (a b c : ℝ) :
    ∫ x in (0 : ℝ)..π, (a + b * cos x ^ 2 + c * cos x ^ 4) * sin x
      = 2 * (a + b / 3 + c / 5) := by
  let F : ℝ → ℝ := fun y => (-a) * cos y + (-b / 3) * (cos y * cos y * cos y)
    + (-c / 5) * (cos y * cos y * cos y * (cos y * cos y))
  have hF : ∀ x, HasDerivAt F ((a + b * cos x ^ 2 + c * cos x ^ 4) * sin x) x := by
    intro x
    have h := Real.hasDerivAt_cos x
    have h2 := h.fun_mul h
    have h3 := h2.fun_mul h
    refine HasDerivAt.congr_deriv (((h.const_mul _).fun_add (h3.const_mul _)).fun_add
      ((h3.fun_mul h2).const_mul _)) ?_
    ring
  rw [intervalIntegral.integral_eq_sub_of_hasDerivAt (fun x _ => hF x)
    (Continuous.intervalIntegrable (by fun_prop) _ _)]
  simp only [F, Real.cos_pi, Real.cos_zero]
  ring
```

## From harmonics to the sphere average

The next lemma is the expansion of \(e^TAe\) in harmonics. The hypothesis `hM` identifies the entries below the diagonal with those above it.

```lean
/-- The quadratic form of a symmetric tensor, resolved into harmonics of the azimuth. -/
theorem pol_quad {M : Matrix (Fin 3) (Fin 3) ℝ} (hM : M.IsSymm) (θ φ : ℝ) :
    pol θ φ ⬝ᵥ M *ᵥ pol θ φ =
      ((1 - cos θ ^ 2) * (M 0 0 + M 1 1) / 2 + cos θ ^ 2 * M 2 2)
      + (2 * sin θ * cos θ * M 0 2) * cos φ + (2 * sin θ * cos θ * M 1 2) * sin φ
      + ((1 - cos θ ^ 2) * (M 0 0 - M 1 1) / 2) * (cos φ ^ 2 - sin φ ^ 2)
      + ((1 - cos θ ^ 2) * M 0 1) * (2 * sin φ * cos φ) := by
  simp only [pol, Matrix.mulVec, dotProduct, Fin.sum_univ_three, Matrix.cons_val,
    hM.apply 0 1, hM.apply 0 2, hM.apply 1 2]
  linear_combination (M 0 0 * cos φ ^ 2 + M 1 1 * sin φ ^ 2 + 2 * M 0 1 * sin φ * cos φ)
    * sin_sq_add_cos_sq θ + ((1 - cos θ ^ 2) * (M 0 0 + M 1 1) / 2) * sin_sq_add_cos_sq φ
```

Both intensities come from one average, that of \(e^TBe+k(e^TAe)^2\). In the proof, `p`, `r` and `m` are the quantities defined above, and `b` is the analogue of `p` for \(B\). The intermediate statement `h` is the azimuthal integral as an even quartic in \(\cos\theta\); `polar_integral` then finishes the calculation.

```lean
/-- Sphere average of `eᵀBe + k (eᵀAe)²` for symmetric tensors `A` and `B`. -/
theorem sphereAvg_quad {A B : Matrix (Fin 3) (Fin 3) ℝ} (hA : A.IsSymm) (hB : B.IsSymm)
    (k : ℝ) :
    sphereAvg (fun θ φ => pol θ φ ⬝ᵥ B *ᵥ pol θ φ + k * (pol θ φ ⬝ᵥ A *ᵥ pol θ φ) ^ 2)
      = B.trace / 3 + k * (2 * (A * A).trace + A.trace ^ 2) / 15 := by
  obtain ⟨p, hp⟩ : ∃ p, p = (A 0 0 + A 1 1) / 2 := ⟨_, rfl⟩
  obtain ⟨r, hr⟩ : ∃ r, r = ((A 0 0 - A 1 1) / 2) ^ 2 + A 0 1 ^ 2 := ⟨_, rfl⟩
  obtain ⟨m, hm⟩ : ∃ m, m = A 0 2 ^ 2 + A 1 2 ^ 2 := ⟨_, rfl⟩
  obtain ⟨b, hb⟩ : ∃ b, b = (B 0 0 + B 1 1) / 2 := ⟨_, rfl⟩
  -- the azimuthal integral leaves an even quartic in cos θ
  have h : ∀ θ, ∫ φ in (0 : ℝ)..2 * π,
      (pol θ φ ⬝ᵥ B *ᵥ pol θ φ + k * (pol θ φ ⬝ᵥ A *ᵥ pol θ φ) ^ 2)
      = 2 * π * (b + k * (p ^ 2 + r / 2))
        + 2 * π * (B 2 2 - b + k * (2 * p * (A 2 2 - p) + 2 * m - r)) * cos θ ^ 2
        + 2 * π * (k * ((A 2 2 - p) ^ 2 - 2 * m + r / 2)) * cos θ ^ 4 := by
    intro θ
    simp only [pol_quad hA, pol_quad hB]
    rw [azimuth_integral, hp, hr, hm, hb]
    linear_combination (4 * π * k * cos θ ^ 2 * (A 0 2 ^ 2 + A 1 2 ^ 2))
      * sin_sq_add_cos_sq θ
  simp only [sphereAvg, h]
  rw [polar_integral, div_eq_iff (by positivity), hp, hr, hm, hb]
  simp only [Matrix.trace_fin_three, Matrix.mul_apply, Fin.sum_univ_three,
    hA.apply 0 1, hA.apply 0 2, hA.apply 1 2]
  ring
```

## The crossed analyser

This lemma confirms that the analyser is a unit vector perpendicular to \(e\).

```lean
/-- The analyser direction is a unit vector perpendicular to the incident polarisation. -/
theorem analyser_crossed (θ φ ψ : ℝ) :
    analyser θ φ ψ ⬝ᵥ pol θ φ = 0 ∧ analyser θ φ ψ ⬝ᵥ analyser θ φ ψ = 1 := by
  simp only [analyser, pol, dotProduct, Fin.sum_univ_three, Matrix.cons_val]
  constructor
  · linear_combination (cos ψ * cos θ * sin θ) * sin_sq_add_cos_sq φ
  · linear_combination (cos ψ ^ 2 * cos θ ^ 2 + sin ψ ^ 2) * sin_sq_add_cos_sq φ
      + cos ψ ^ 2 * sin_sq_add_cos_sq θ + sin_sq_add_cos_sq ψ
```

The average over \(\psi\) reuses `azimuth_integral` with only the \(\cos\psi\) and \(\sin\psi\) coefficients nonzero. These are \(\hat\theta\cdot w\) and \(\hat\varphi\cdot w\), and the final `linear_combination` converts their squares into \(\|w\|^2-(e\cdot w)^2\).

```lean
/-- Averaged over the analyser angle, the crossed intensity of a field `w` is half of
`‖w‖² - (e · w)²`, where `e` is the incident polarisation. -/
theorem analyser_average (θ φ : ℝ) (w : Fin 3 → ℝ) :
    (∫ ψ in (0 : ℝ)..2 * π, (analyser θ φ ψ ⬝ᵥ w) ^ 2) / (2 * π)
      = (w ⬝ᵥ w - (pol θ φ ⬝ᵥ w) ^ 2) / 2 := by
  have h : ∫ ψ in (0 : ℝ)..2 * π, (analyser θ φ ψ ⬝ᵥ w) ^ 2
      = π * ((cos θ * (cos φ * w 0 + sin φ * w 1) - sin θ * w 2) ^ 2
        + (cos φ * w 1 - sin φ * w 0) ^ 2) := by
    refine Eq.trans (intervalIntegral.integral_congr fun ψ _ => ?_)
      ((azimuth_integral 0 0 0 0 0 1 0 (cos θ * (cos φ * w 0 + sin φ * w 1) - sin θ * w 2)
        (cos φ * w 1 - sin φ * w 0) 0 0).trans (by ring))
    simp only [analyser, dotProduct, Fin.sum_univ_three, Matrix.cons_val]
    ring
  rw [h, div_eq_iff (by positivity)]
  simp only [pol, dotProduct, Fin.sum_univ_three, Matrix.cons_val]
  linear_combination (π * ((cos φ * w 0 + sin φ * w 1) ^ 2 + w 2 ^ 2))
    * sin_sq_add_cos_sq θ + (π * (w 0 ^ 2 + w 1 ^ 2)) * sin_sq_add_cos_sq φ
```

## The two intensities

The parallel case sets \(B=0\) and \(k=1\).

```lean
/-- The parallel intensity of a symmetric Raman tensor is `(45 a² + 4 γ²) / 45`. -/
theorem parallelInt_eq {A : Matrix (Fin 3) (Fin 3) ℝ} (hA : A.IsSymm) :
    parallelInt A = (45 * meanPol A ^ 2 + 4 * anisoSq A) / 45 := by
  have h := sphereAvg_quad hA (B := 0) Matrix.isSymm_zero 1
  simp only [Matrix.zero_mulVec, dotProduct_zero, zero_add, one_mul, Matrix.trace_zero] at h
  rw [parallelInt, h, meanPol, anisoSq]
  ring
```

The crossed case sets \(B=\tfrac12A^2\) and \(k=-\tfrac12\). The step `e` rewrites \(\|Ae\|^2\) as \(e^TA^2e\), which needs the symmetry of \(A\).

```lean
/-- The crossed intensity of a symmetric Raman tensor is `3 γ² / 45`. -/
theorem crossedInt_eq {A : Matrix (Fin 3) (Fin 3) ℝ} (hA : A.IsSymm) :
    crossedInt A = 3 * anisoSq A / 45 := by
  have hB : ((1 / 2 : ℝ) • (A * A)).IsSymm := by
    simp [Matrix.IsSymm, Matrix.transpose_mul, hA.eq]
  have h := sphereAvg_quad hA hB (-1 / 2)
  have e : (fun θ φ => ((A *ᵥ pol θ φ) ⬝ᵥ (A *ᵥ pol θ φ)
      - (pol θ φ ⬝ᵥ A *ᵥ pol θ φ) ^ 2) / 2) = fun θ φ =>
      pol θ φ ⬝ᵥ ((1 / 2 : ℝ) • (A * A)) *ᵥ pol θ φ
        + (-1 / 2) * (pol θ φ ⬝ᵥ A *ᵥ pol θ φ) ^ 2 := by
    funext θ φ
    simp only [Matrix.mulVec, dotProduct, Fin.sum_univ_three, Matrix.smul_apply, smul_eq_mul,
      Matrix.mul_apply, hA.apply 0 1, hA.apply 0 2, hA.apply 1 2]
    ring
  simp only [crossedInt, analyser_average]
  rw [e, h, Matrix.trace_smul, smul_eq_mul, anisoSq]
  ring
```

## Anisotropy and the depolarisation ratio

The sum of squares for \(\gamma^2\) gives nonnegativity at once. If it vanishes, each square is zero, and the matrix is rebuilt entry by entry as \(a\mathbf1\).

```lean
/-- For a symmetric tensor `γ²` is nonnegative, and it vanishes exactly when `A = a · 1`. -/
theorem anisoSq_nonneg_and_zero {A : Matrix (Fin 3) (Fin 3) ℝ} (hA : A.IsSymm) :
    0 ≤ anisoSq A ∧ (anisoSq A = 0 ↔ A = meanPol A • (1 : Matrix (Fin 3) (Fin 3) ℝ)) := by
  have e : anisoSq A = ((A 0 0 - A 1 1) ^ 2 + (A 1 1 - A 2 2) ^ 2 + (A 2 2 - A 0 0) ^ 2) / 2
      + 3 * (A 0 1 ^ 2 + A 0 2 ^ 2 + A 1 2 ^ 2) := by
    simp only [anisoSq, Matrix.trace_fin_three, Matrix.mul_apply, Fin.sum_univ_three,
      hA.apply 0 1, hA.apply 0 2, hA.apply 1 2]
    ring
  rw [e]
  refine ⟨by positivity, fun h => ?_, fun h => ?_⟩
  · -- every square in the sum vanishes
    have p1 := sq_nonneg (A 0 0 - A 1 1)
    have p2 := sq_nonneg (A 1 1 - A 2 2)
    have p3 := sq_nonneg (A 2 2 - A 0 0)
    have p4 := sq_nonneg (A 0 1)
    have p5 := sq_nonneg (A 0 2)
    have p6 := sq_nonneg (A 1 2)
    have q1 : A 0 0 - A 1 1 = 0 := (pow_eq_zero_iff two_ne_zero).1 (by linarith)
    have q2 : A 1 1 - A 2 2 = 0 := (pow_eq_zero_iff two_ne_zero).1 (by linarith)
    have q4 : A 0 1 = 0 := (pow_eq_zero_iff two_ne_zero).1 (by linarith)
    have q5 : A 0 2 = 0 := (pow_eq_zero_iff two_ne_zero).1 (by linarith)
    have q6 : A 1 2 = 0 := (pow_eq_zero_iff two_ne_zero).1 (by linarith)
    have t : meanPol A = (A 0 0 + A 1 1 + A 2 2) / 3 := by
      rw [meanPol, Matrix.trace_fin_three]
    have d0 : A 0 0 = meanPol A := by linarith
    have d1 : A 1 1 = meanPol A := by linarith
    have d2 : A 2 2 = meanPol A := by linarith
    ext i j
    fin_cases i <;> fin_cases j <;>
      simp [q4, q5, q6, d0, d1, d2, hA.apply 0 1, hA.apply 0 2, hA.apply 1 2]
  · generalize meanPol A = c at h
    subst h
    simp
```

The final theorem has three parts: membership in the closed interval `Set.Icc (0 : ℝ) (3 / 4)`, and the two equality cases. The proof first shows `hp`, that a nonzero symmetric tensor has positive parallel intensity. Multiplying through by that intensity reduces the upper bound to \(a^2\ge0\) and its equality case to \(a^2=0\); the lower equality case becomes \(\gamma^2=0\).

```lean
/-- For a nonzero symmetric Raman tensor the crossed-to-parallel ratio lies in `[0, 3/4]`; it is
`3/4` exactly when `a = 0`, and `0` exactly when `A = a · 1`. -/
theorem depolarisation_ratio {A : Matrix (Fin 3) (Fin 3) ℝ} (hA : A.IsSymm) (h0 : A ≠ 0) :
    crossedInt A / parallelInt A ∈ Set.Icc (0 : ℝ) (3 / 4) ∧
    (crossedInt A / parallelInt A = 3 / 4 ↔ meanPol A = 0) ∧
    (crossedInt A / parallelInt A = 0 ↔
      A = meanPol A • (1 : Matrix (Fin 3) (Fin 3) ℝ)) := by
  obtain ⟨hg, hiso⟩ := anisoSq_nonneg_and_zero hA
  have ha := sq_nonneg (meanPol A)
  -- a nonzero symmetric tensor scatters some light with the incident polarisation
  have hp : 0 < parallelInt A := by
    rw [parallelInt_eq hA]
    by_contra hn
    have h1 : meanPol A = 0 := (pow_eq_zero_iff two_ne_zero).1 (by linarith)
    have h2 := hiso.1 (by linarith)
    rw [h1, zero_smul] at h2
    exact h0 h2
  refine ⟨⟨div_nonneg ?_ hp.le, ?_⟩, ?_, ?_⟩
  · rw [crossedInt_eq hA]
    positivity
  · rw [div_le_iff₀ hp, crossedInt_eq hA, parallelInt_eq hA]
    linarith
  · rw [div_eq_iff hp.ne', crossedInt_eq hA, parallelInt_eq hA]
    constructor
    · intro h
      exact (pow_eq_zero_iff two_ne_zero).1 (by linarith)
    · intro h
      rw [h]
      ring
  · rw [div_eq_iff hp.ne', crossedInt_eq hA, ← hiso]
    constructor <;> intro h <;> linarith

end

end RamanDepolarisation
```

```lean
#print axioms RamanDepolarisation.analyser_crossed
#print axioms RamanDepolarisation.depolarisation_ratio
```

```
'RamanDepolarisation.analyser_crossed' depends on axioms: [propext, Classical.choice, Quot.sound]
'RamanDepolarisation.depolarisation_ratio' depends on axioms: [propext, Classical.choice, Quot.sound]
```
